# For a matrix with two-body sparsity, H^m connects only determinants differing in at most 2m orbitals

## How far can m multiplications by H excite a determinant?

Let H be a matrix over N-electron Slater determinants that vanishes between determinants differing in more than two occupied orbitals. Then H^m should vanish between determinants differing in more than 2m orbitals. The Slater-Condon rules give a molecular Hamiltonian this sparsity in a basis of orthonormal spin orbitals, so m Krylov steps from a single reference determinant should reach excitation rank 2m at most. I have always argued this as "each multiplication moves two electrons at most", which ignores that an electron can move twice or move back. I would like a rigorous version, preferably machine-checked, and I would like to know whether 2m is really attained.

## The bound 2m holds, and the sparsity pattern alone allows no smaller one

The claim is correct for any complex matrix with that pattern of zeros, and it holds with 2 replaced by any natural number k. It rests on the triangle inequality for the excitation rank. The sparsity alone gives no smaller bound as long as some pair of determinants differs in 2m orbitals, which requires at least 2m electrons and at least 2m empty spin orbitals.

### Excitation rank, products and powers

Number the spin orbitals 0, …, M − 1 and label a determinant by its set S of occupied orbitals, with |S| = N. The excitation rank between S and T counts the orbitals occupied in S and empty in T:

d(S,T) = |S ∖ T|

It is symmetric, because |S ∖ T| + |S ∩ T| = N = |T ∖ S| + |S ∩ T|. For three determinants S, T, U, take an orbital x in S ∖ U. If x lies in T, it lies in T ∖ U; otherwise it lies in S ∖ T. Therefore

S ∖ U ⊆ (S ∖ T) ∪ (T ∖ U)

d(S,U) ≤ d(S,T) + d(T,U)

The inequality already includes electrons that move twice or return, since it compares only occupied sets.

Say that a matrix A has excitation rank at most a if A_ST = 0 whenever d(S,T) > a; this is unrelated to the rank of linear algebra. Let A and B have excitation ranks at most a and b, and let d(S,U) > a + b. In

(AB)_SU = ∑_T A_ST B_TU

fix an intermediate T. Either d(S,T) > a and A_ST = 0, or d(S,T) ≤ a, which forces

d(T,U) ≥ d(S,U) − d(S,T) > b

and B_TU = 0. Every term vanishes, so AB has excitation rank at most a + b. Now let H have excitation rank at most k. The identity H^0 has rank 0, since d(S,T) > 0 implies S ≠ T. From H^(m+1) = H^m H the ranks add to km + k, so by induction

(H^m)_ST = 0 whenever d(S,T) > km

and k = 2 is the statement in the question.

For vectors, fix a reference determinant R and say that v is within rank r of R if v_S = 0 whenever d(S,R) > r. The same case distinction in (Av)_S = ∑_T A_ST v_T, now with d(S,R) ≤ d(S,T) + d(T,R), puts Av within rank r + a. Hence H^j v is within rank r + kj ≤ r + km for each j ≤ m. A component that is zero in every generator is zero in every linear combination, so all of span{v, Hv, …, H^m v} is within rank r + km.

### A matrix that attains the bound

Define F by F_ST = 1 if d(S,T) ≤ k and F_ST = 0 otherwise. It is real, and symmetric because d is. The claim is

(F^m)_ST ≠ 0 exactly when d(S,T) ≤ km

The direction from non-zero to d ≤ km is the bound above. The converse needs an intermediate determinant. Suppose d = d(S,T) ≤ a + b and put j = min(a, d). Choose j holes A ⊆ S ∖ T and j particles B ⊆ T ∖ S (sets of orbitals here, not matrices); symmetry gives |T ∖ S| = d ≥ j. Then U = (S ∖ A) ∪ B is a disjoint union with N − j + j = N elements, and

S ∖ U ⊆ A, so d(S,U) ≤ j ≤ a

U ∖ T ⊆ (S ∖ T) ∖ A, so d(U,T) ≤ d − j ≤ b

The last step holds because d − j is either d − a or 0. Now induct on m. For m = 0, d(S,T) = 0 means S ⊆ T, equal sizes give S = T, and the element is 1. For d(S,T) ≤ km + k choose U with a = km and b = k. In (F^(m+1))_ST, a sum over intermediate determinants of an element of F^m times an element of F, all terms are natural numbers and the term through U is non-zero, so the sum is non-zero.

### Five electrons in ten orbitals, four in eight

Take k = 2, M = 10, N = 5, S = {0,…,4} and T = {5,…,9}, so d(S,T) = 5. A determinant U with j orbitals from T has d(S,U) = j and d(U,T) = 5 − j, and there are C(5,j)² of them: 1, 25, 100, 100, 25, 1 for j = 0, …, 5, in total 252. A non-zero term of (H²)_ST needs j ≤ 2 and 5 − j ≤ 2, which is impossible, so (H²)_ST = 0, in agreement with 5 > 4. Starting from S alone, one step can populate at most 126 determinants and two steps at most 251; T can first appear at the third.

With M = 8, N = 4, S = {0,…,3}, T = {4,…,7} the rank is 4 = 2·2. The conditions j ≤ 2 and 4 − j ≤ 2 leave j = 2, so F_ST = 0 while

(F²)_ST = C(4,2)² = 36

These counts are arithmetic done here and are not among the theorems of the file.

### The Lean file

```lean
import Mathlib

open Matrix

namespace KrylovExcitationRank

/-- Slater determinants of `N` electrons in `M` spin orbitals, labelled by the set of
occupied orbitals. -/
abbrev Det (M N : ℕ) := {S : Finset (Fin M) // S.card = N}

variable {M N : ℕ}

/-- Excitation rank: the number of orbitals occupied in `S` and empty in `T`. -/
def excRank (S T : Det M N) : ℕ := (S.1 \ T.1).card

/-- The matrix `A` has no element between determinants of excitation rank above `k`. -/
def HasRankLE (k : ℕ) (A : Matrix (Det M N) (Det M N) ℂ) : Prop :=
  ∀ S T, k < excRank S T → A S T = 0

/-- The coefficient vector `v` vanishes on determinants of excitation rank above `r`
relative to the reference `R`. -/
def WithinRank (R : Det M N) (r : ℕ) (v : Det M N → ℂ) : Prop :=
  ∀ S, r < excRank S R → v S = 0

/-- The Krylov space after `m` steps: the span of `v, H v, …, H ^ m v`. -/
def krylovSpace (H : Matrix (Det M N) (Det M N) ℂ) (v : Det M N → ℂ) (m : ℕ) :
    Submodule ℂ (Det M N → ℂ) :=
  Submodule.span ℂ {w | ∃ j ≤ m, w = (H ^ j) *ᵥ v}

/-- The matrix with element 1 between determinants of excitation rank at most `k`
and 0 otherwise. -/
def fullCoupling (M N k : ℕ) : Matrix (Det M N) (Det M N) ℂ :=
  Matrix.of fun S T => if excRank S T ≤ k then 1 else 0

/-- The excitation rank between two `N`-electron determinants is symmetric. -/
theorem excRank_comm (S T : Det M N) : excRank S T = excRank T S := by
  have h1 := Finset.card_sdiff_add_card_inter S.1 T.1
  have h2 := Finset.card_sdiff_add_card_inter T.1 S.1
  rw [Finset.inter_comm] at h2
  have hS := S.2
  have hT := T.2
  unfold excRank
  omega

/-- The excitation rank obeys the triangle inequality. -/
theorem excRank_triangle (S T U : Det M N) :
    excRank S U ≤ excRank S T + excRank T U := by
  have hsub : S.1 \ U.1 ⊆ (S.1 \ T.1) ∪ (T.1 \ U.1) := by
    intro x hx
    simp only [Finset.mem_sdiff, Finset.mem_union] at hx ⊢
    by_cases hT : x ∈ T.1
    · exact Or.inr ⟨hT, hx.2⟩
    · exact Or.inl ⟨hx.1, hT⟩
  exact (Finset.card_le_card hsub).trans (Finset.card_union_le _ _)

/-- The product of matrices of excitation rank at most `a` and at most `b` has excitation
rank at most `a + b`. -/
theorem HasRankLE.mul {a b : ℕ} {A B : Matrix (Det M N) (Det M N) ℂ}
    (hA : HasRankLE a A) (hB : HasRankLE b B) : HasRankLE (a + b) (A * B) := by
  intro S U h
  rw [Matrix.mul_apply]
  refine Finset.sum_eq_zero fun T _ => ?_
  -- the intermediate determinant is too far from `S` or too far from `U`
  by_cases h1 : a < excRank S T
  · rw [hA S T h1, zero_mul]
  · have h2 := excRank_triangle S T U
    rw [hB T U (by omega), mul_zero]

/-- The `m`-th power of a matrix of excitation rank at most `k` has excitation rank at
most `k * m`. -/
theorem HasRankLE.pow {k : ℕ} {H : Matrix (Det M N) (Det M N) ℂ}
    (hH : HasRankLE k H) (m : ℕ) : HasRankLE (k * m) (H ^ m) := by
  induction m with
  | zero =>
    intro S T h
    rw [pow_zero]
    apply Matrix.one_apply_ne
    rintro rfl
    simp [excRank] at h
  | succ m ih =>
    rw [pow_succ, Nat.mul_succ]
    exact ih.mul hH

/-- If `H` vanishes between determinants differing in more than two orbitals, then `H ^ m`
vanishes between determinants differing in more than `2 * m` orbitals. -/
theorem pow_apply_eq_zero_of_two_body (H : Matrix (Det M N) (Det M N) ℂ)
    (hH : ∀ S T : Det M N, 2 < (S.1 \ T.1).card → H S T = 0) (m : ℕ)
    (S T : Det M N) (hST : 2 * m < (S.1 \ T.1).card) : (H ^ m) S T = 0 :=
  HasRankLE.pow (k := 2) (H := H) hH m S T hST

/-- A matrix of excitation rank at most `a` maps a vector within rank `r` of the reference
to a vector within rank `r + a`. -/
theorem WithinRank.mulVec {R : Det M N} {r a : ℕ} {v : Det M N → ℂ}
    {A : Matrix (Det M N) (Det M N) ℂ} (hv : WithinRank R r v) (hA : HasRankLE a A) :
    WithinRank R (r + a) (A *ᵥ v) := by
  intro S h
  show ∑ T, A S T * v T = 0
  refine Finset.sum_eq_zero fun T _ => ?_
  by_cases h1 : a < excRank S T
  · rw [hA S T h1, zero_mul]
  · have h2 := excRank_triangle S T R
    rw [hv T (by omega), mul_zero]

/-- For `H` of excitation rank at most `k` and a start vector within rank `r` of the
reference, every vector of the `m`-step Krylov space is within rank `r + k * m`. -/
theorem withinRank_of_mem_krylovSpace {R : Det M N} {r k m : ℕ} {v w : Det M N → ℂ}
    {H : Matrix (Det M N) (Det M N) ℂ} (hH : HasRankLE k H) (hv : WithinRank R r v)
    (hw : w ∈ krylovSpace H v m) : WithinRank R (r + k * m) w := by
  intro S hS
  unfold krylovSpace at hw
  induction hw using Submodule.span_induction with
  | mem x hx =>
    obtain ⟨j, hj, rfl⟩ := hx
    have hle : k * j ≤ k * m := Nat.mul_le_mul_left k hj
    exact hv.mulVec (hH.pow j) S (by omega)
  | zero => rfl
  | add x y _ _ hx hy => rw [Pi.add_apply, hx, hy, add_zero]
  | smul c x _ hx => rw [Pi.smul_apply, hx, smul_zero]

/-- If `S` and `T` have excitation rank at most `a + b`, there is a determinant `U` within
rank `a` of `S` and within rank `b` of `T`. -/
theorem exists_intermediate {a b : ℕ} {S T : Det M N} (h : excRank S T ≤ a + b) :
    ∃ U : Det M N, excRank S U ≤ a ∧ excRank U T ≤ b := by
  have hc : (S.1 \ T.1).card = (T.1 \ S.1).card := excRank_comm S T
  have hd : (S.1 \ T.1).card ≤ a + b := h
  have j1 : min a (S.1 \ T.1).card ≤ (S.1 \ T.1).card := by omega
  have j2 : min a (S.1 \ T.1).card ≤ (T.1 \ S.1).card := by omega
  -- holes `A` and particles `B` of the partial excitation
  obtain ⟨A, hA, hAc⟩ := Finset.exists_subset_card_eq j1
  obtain ⟨B, hB, hBc⟩ := Finset.exists_subset_card_eq j2
  have hB' : ∀ x ∈ B, x ∈ T.1 ∧ x ∉ S.1 := fun x hx => Finset.mem_sdiff.mp (hB hx)
  have hAS : A ⊆ S.1 := hA.trans Finset.sdiff_subset
  have hdisj : Disjoint (S.1 \ A) B :=
    Finset.disjoint_left.mpr fun x hx hxB => (hB' x hxB).2 (Finset.mem_sdiff.mp hx).1
  have c1 := Finset.card_sdiff_add_card_eq_card hAS
  have c2 := Finset.card_sdiff_add_card_eq_card hA
  have hS := S.2
  have hU : ((S.1 \ A) ∪ B).card = N := by
    rw [Finset.card_union_of_disjoint hdisj]
    omega
  have s1 : S.1 \ ((S.1 \ A) ∪ B) ⊆ A := by
    intro x hx
    simp only [Finset.mem_sdiff, Finset.mem_union] at hx
    by_contra hxA
    exact hx.2 (Or.inl ⟨hx.1, hxA⟩)
  have s2 : ((S.1 \ A) ∪ B) \ T.1 ⊆ (S.1 \ T.1) \ A := by
    intro x hx
    simp only [Finset.mem_sdiff, Finset.mem_union] at hx ⊢
    rcases hx with ⟨⟨h1, h2⟩ | h1, h3⟩
    · exact ⟨⟨h1, h3⟩, h2⟩
    · exact absurd (hB' x h1).1 h3
  have l1 := Finset.card_le_card s1
  have l2 := Finset.card_le_card s2
  refine ⟨⟨(S.1 \ A) ∪ B, hU⟩, ?_, ?_⟩
  · show (S.1 \ ((S.1 \ A) ∪ B)).card ≤ a
    omega
  · show (((S.1 \ A) ∪ B) \ T.1).card ≤ b
    omega

/-- The matrix `fullCoupling M N k` is Hermitian and of excitation rank at most `k`, and an
element of its `m`-th power is non-zero exactly when the excitation rank is at most
`k * m`. -/
theorem fullCoupling_witness (M N k : ℕ) :
    (fullCoupling M N k).IsHermitian ∧ HasRankLE k (fullCoupling M N k) ∧
      ∀ (m : ℕ) (S T : Det M N),
        (fullCoupling M N k ^ m) S T ≠ 0 ↔ excRank S T ≤ k * m := by
  have hrank : HasRankLE k (fullCoupling M N k) := by
    intro S T h
    simp [fullCoupling, Nat.not_le.mpr h]
  -- the elements of the powers are natural numbers, so nothing cancels
  have key : ∀ (m : ℕ) (S T : Det M N), ∃ n : ℕ,
      (fullCoupling M N k ^ m) S T = n ∧ (excRank S T ≤ k * m → n ≠ 0) := by
    intro m
    induction m with
    | zero =>
      intro S T
      by_cases hST : S = T
      · exact ⟨1, by simp [hST], fun _ => one_ne_zero⟩
      · refine ⟨0, by simp [Matrix.one_apply_ne hST], fun h => absurd ?_ hST⟩
        have h0 : (S.1 \ T.1).card = 0 := Nat.le_zero.mp h
        have hsub := Finset.sdiff_eq_empty_iff_subset.mp (Finset.card_eq_zero.mp h0)
        exact Subtype.ext (Finset.eq_of_subset_of_card_le hsub (by rw [S.2, T.2]))
    | succ m ih =>
      choose f hf hf' using ih
      intro S T
      refine ⟨∑ U, f S U * (if excRank U T ≤ k then 1 else 0), ?_, ?_⟩
      · rw [pow_succ, Matrix.mul_apply, Nat.cast_sum]
        refine Finset.sum_congr rfl fun U _ => ?_
        rw [hf S U]
        by_cases h : excRank U T ≤ k <;> simp [fullCoupling, h]
      · intro h h0
        rw [Nat.mul_succ] at h
        obtain ⟨U, hU1, hU2⟩ := exists_intermediate h
        have h1 : f S U * (if excRank U T ≤ k then 1 else 0) = 0 :=
          Finset.sum_eq_zero_iff.mp h0 U (Finset.mem_univ U)
        rw [if_pos hU2, mul_one] at h1
        exact hf' S U hU1 h1
  refine ⟨Matrix.IsHermitian.ext fun S T => ?_, hrank, fun m S T => ⟨fun h => ?_, fun h => ?_⟩⟩
  · have hc := excRank_comm T S
    by_cases h : excRank S T ≤ k <;> simp [fullCoupling, hc, h]
  · by_contra hlt
    exact h (hrank.pow m S T (by omega))
  · obtain ⟨n, hn, hn'⟩ := key m S T
    rw [hn]
    exact Nat.cast_ne_zero.mpr (hn' h)

end KrylovExcitationRank
```

```lean
#print axioms KrylovExcitationRank.pow_apply_eq_zero_of_two_body
#print axioms KrylovExcitationRank.withinRank_of_mem_krylovSpace
```

```
'KrylovExcitationRank.pow_apply_eq_zero_of_two_body' depends on axioms: [propext, Classical.choice, Quot.sound]
'KrylovExcitationRank.withinRank_of_mem_krylovSpace' depends on axioms: [propext, Classical.choice, Quot.sound]
```

### Determinants as subsets, sparsity as hypothesis

`Det M N` is the type of subsets of `Fin M` with N elements, carrying the proof of the cardinality, and `S.1` is the underlying set. A determinant is only a label: no antisymmetrised wavefunction, creation operator or permutation sign appears. Such signs multiply matrix elements by ±1 and leave the zeros in place. `excRank S T` is d(S,T), `HasRankLE k A` is the sparsity condition on a matrix, and `WithinRank R r v` is the condition on a coefficient vector, with the reference in the second slot of `excRank S R`.

The theorem `pow_apply_eq_zero_of_two_body` says: for every complex matrix H over the determinants with H_ST = 0 whenever |S ∖ T| > 2, every m, and all S, T with |S ∖ T| > 2m, the element (H^m)_ST is zero. Its hypothesis `hH` stands for an operator made of one- and two-electron terms, expressed in determinants of orthonormal spin orbitals. That sparsity is taken as given. The Slater-Condon rules themselves, including their formulas for the surviving elements in terms of integrals, are not derived, and Hermiticity of H is not required.

In `withinRank_of_mem_krylovSpace`, `krylovSpace H v m` is spanned by the m + 1 vectors H^j v with j from 0 to m, so m counts multiplications by H. The vector v need not be normalised or non-zero, and a start vector supported on R alone corresponds to r = 0. In a finite orbital basis and exact arithmetic, a Lanczos or power iteration in configuration interaction started from one determinant therefore has zero coefficients beyond doubles after one step and beyond quadruples after two. The theorem says nothing about the size of the permitted coefficients or about convergence.

`fullCoupling_witness` states that F, called `fullCoupling M N k`, is Hermitian, has excitation rank at most k, and satisfies the equivalence above for all m, S, T. This is sharpness among Hermitian matrices with the given sparsity. F is not claimed to come from any set of integrals, and a physical Hamiltonian can have further zeros from spin, spatial symmetry or cancellation. All statements hold for every M and N. For N > M there are no determinants and they are empty, and the bound excludes nothing once km reaches the largest rank present, as for N = 0 or N = M, where a single determinant exists.

### How the lemmas follow the derivation

`excRank_comm` applies `Finset.card_sdiff_add_card_inter` in both orders and lets `omega` subtract. `excRank_triangle` proves the inclusion `hsub` by cases on `x ∈ T.1` and then bounds cardinalities. In `HasRankLE.mul`, `Finset.sum_eq_zero` reduces the sum to one term, the split on `a < excRank S T` is the either-or above, and `omega` extracts d(T,U) > b from the triangle inequality. `HasRankLE.pow` is the induction, and the two-body theorem is its case `k := 2`, accepted directly because `HasRankLE 2 H` unfolds to `hH`.

`WithinRank.mulVec` repeats the product argument with v in place of B. The Krylov theorem fixes S and uses `Submodule.span_induction`: the case `mem` treats a generator H^j v through `hle : k * j ≤ k * m`, and the other three cases are closure under linear combination.

`exists_intermediate` draws A and B from `Finset.exists_subset_card_eq`; `hU` is the count |U| = N, and `s1` and `s2` are the two displayed inclusions. In `fullCoupling_witness`, the statement `key` strengthens the induction: each element of F^m equals a natural number n, non-zero when d(S,T) ≤ km. `choose` collects these numbers into a function f, the next element is written as a sum in ℕ, and `Finset.sum_eq_zero_iff` shows that a zero sum would make the term through U zero, contradicting the induction hypothesis `hf'`. The final three goals are Hermiticity from `excRank_comm`, the bound from `hrank.pow`, and the converse from `key`.
